# Two hops from singly occupied sites give Heisenberg exchange in the Hubbard model

Electrons sit one per site, and double occupancy costs a repulsion energy U. A single hop leaves this space, but a second can return to it. What do two hops do to the spins?

Let V be the sites of a simple graph, finite wherever a sum or product runs over all sites. `Fock V` is the exterior algebra over modes (site, spin), and operators are its linear maps, `Module.End ℂ (Fock V)`. Creation c†_a (`cre`) is a wedge product and annihilation c_a (`ann`) a contraction; no inner product is needed.

```lean
import Mathlib

open Finset

namespace HubbardSuperexchange

noncomputable section

/-- Fermionic Fock space over the modes (site, spin), with `true` for spin up. -/
abbrev Fock (V : Type*) := ExteriorAlgebra ℂ (V × Bool → ℂ)

variable {V : Type*} [LinearOrder V]

/-- Creation operator: wedge product with the mode. -/
def cre (m : V × Bool) : Module.End ℂ (Fock V) :=
  LinearMap.mulLeft ℂ (ExteriorAlgebra.ι ℂ (Pi.single m 1))

/-- Annihilation operator: contraction with the mode. -/
def ann (m : V × Bool) : Module.End ℂ (Fock V) :=
  CliffordAlgebra.contractLeft (Q := (0 : QuadraticForm ℂ (V × Bool → ℂ)))
    (LinearMap.proj m : (V × Bool → ℂ) →ₗ[ℂ] ℂ)
```

Write h_ab = c†_a c_b (`hop`), E_ij = Σ_s h_(is)(js) (`transfer`), n_i = E_ii, d_i = n_i↑ n_i↓ and p_i = n_i − 2d_i (`single`). Spins have ħ = 1. The site order serves to count each edge once. The hopping term, with one real amplitude t, is T = −t Σ_edges (E_ij + E_ji).

```lean
/-- The bilinear `c†_a c_b`. -/
def hop (a b : V × Bool) : Module.End ℂ (Fock V) := cre a * ann b

/-- Spin-summed transfer of an electron from site `j` to site `i`. -/
def transfer (i j : V) : Module.End ℂ (Fock V) :=
  hop (i, true) (j, true) + hop (i, false) (j, false)

/-- Electron number on a site. -/
def number (i : V) : Module.End ℂ (Fock V) := transfer i i

/-- Double occupancy `n_↑ n_↓` of a site. -/
def doublon (i : V) : Module.End ℂ (Fock V) :=
  hop (i, true) (i, true) * hop (i, false) (i, false)

/-- Projector onto exactly one electron on site `i`. -/
def single (i : V) : Module.End ℂ (Fock V) := number i - (2 : ℂ) • doublon i

/-- Scalar product `S_i · S_j` of the electron spins on two sites. -/
def spinDot (i j : V) : Module.End ℂ (Fock V) :=
  let x := fun k : V => (1 / 2 : ℂ) • (hop (k, true) (k, false) + hop (k, false) (k, true))
  let y := fun k : V =>
    (-Complex.I / 2) • (hop (k, true) (k, false) - hop (k, false) (k, true))
  let z := fun k : V => (1 / 2 : ℂ) • (hop (k, true) (k, true) - hop (k, false) (k, false))
  x i * x j + y i * y j + z i * z j

/-- Sum over the edges of a graph, each taken once with `i < j`. -/
def edgeSum [Fintype V] (G : SimpleGraph V) [DecidableRel G.Adj]
    (f : V → V → Module.End ℂ (Fock V)) : Module.End ℂ (Fock V) :=
  ∑ i, ∑ j, if i < j ∧ G.Adj i j then f i j else 0

/-- The hopping term `T`, with both directions of hopping on each edge. -/
def hopping [Fintype V] (G : SimpleGraph V) [DecidableRel G.Adj] (t : ℝ) :
    Module.End ℂ (Fock V) :=
  (-(t : ℂ)) • edgeSum G fun i j => transfer i j + transfer j i
```

**(a)** Derive the anticommutators:

c_a c†_b + c†_b c_a = δ_ab, {c†_a, c†_b} = {c_a, c_b} = 0.

Contraction gives c_a(e_b ∧ x) = δ_ab x − e_b ∧ c_a x. Wedges of vectors anticommute, as do contractions.

```lean
/-- The canonical anticommutation relations. -/
theorem car (a b : V × Bool) :
    ann a * cre b + cre b * ann a = (if a = b then 1 else 0) ∧
    cre a * cre b + cre b * cre a = 0 ∧ ann a * ann b + ann b * ann a = 0 := by
  refine ⟨LinearMap.ext fun x => ?_, LinearMap.ext fun x => ?_, LinearMap.ext fun x => ?_⟩
  · have e : (ann a * cre b + cre b * ann a) x = (Pi.single b 1 : V × Bool → ℂ) a • x :=
      eq_sub_iff_add_eq.mp (CliffordAlgebra.contractLeft_ι_mul _ _ x)
    rw [e]
    by_cases h : a = b <;> simp [h]
  · change ExteriorAlgebra.ι ℂ _ * (ExteriorAlgebra.ι ℂ _ * x) +
      ExteriorAlgebra.ι ℂ _ * (ExteriorAlgebra.ι ℂ _ * x) = 0
    rw [← mul_assoc, ← mul_assoc, ← add_mul, ExteriorAlgebra.ι_add_mul_swap, zero_mul]
  · exact eq_neg_iff_add_eq_zero.mp (CliffordAlgebra.contractLeft_comm _ _ x)
```

**(b)** Find the commutator and exchange relation:

h_ab h_cd − h_cd h_ab = δ_bc h_ad − δ_da h_cb, and
h_ab h_cd + h_ad h_cb = δ_bc h_ad + δ_dc h_ab

By (a), h_ab h_cd = δ_bc h_ad − c†_a c†_c c_b c_d. The quartic term is unchanged by swapping the pairs (a,b) and (c,d), and changes sign under b ↔ d.

```lean
/-- Commutator and exchange relation of two bilinears. -/
theorem hop_mul (a b c d : V × Bool) :
    hop a b * hop c d - hop c d * hop a b =
      (if b = c then hop a d else 0) - (if d = a then hop c b else 0) ∧
    hop a b * hop c d + hop a d * hop c b =
      (if b = c then hop a d else 0) + (if d = c then hop a b else 0) := by
  have δ : ∀ a b c d : V × Bool, (if b = c then hop a d else 0) =
      cre a * (ann b * cre c + cre c * ann b) * ann d := by
    intro a b c d
    rw [(car b c).1]
    split_ifs <;> simp [hop]
  rw [δ a b c d, δ c d a b, δ a d c b]
  constructor <;> refine sub_eq_zero.mp ?_
  · calc _ = cre c * cre a * (ann b * ann d + ann d * ann b)
          - (cre a * cre c + cre c * cre a) * (ann b * ann d) := by
          simp only [hop]; noncomm_ring
      _ = 0 := by rw [(car b d).2.2, (car a c).2.1]; simp
  · calc _ = -(cre a * cre c * (ann b * ann d + ann d * ann b)) := by
          simp only [hop]; noncomm_ring
      _ = 0 := by rw [(car b d).2.2]; simp
```

**(c)** With n_a = h_aa, show

n_a n_b = n_b n_a, n_a² = n_a.

The commutator in (b) vanishes; equal indices in the exchange relation give 2n_a² = 2n_a.

```lean
/-- Mode occupations commute and are idempotent. -/
theorem occupation (a b : V × Bool) :
    Commute (hop a a) (hop b b) ∧ hop a a * hop a a = hop a a := by
  constructor
  · by_cases h : a = b
    · rw [h]
    · exact sub_eq_zero.mp (by rw [(hop_mul a a b b).1]; simp [h, Ne.symm h])
  · have h := (hop_mul a a a a).2
    simp only [↓reduceIte] at h
    linear_combination (norm := module) (1 / 2 : ℂ) • h
```

**(d)** If Y commutes with n_i↑ and n_i↓, show

Y p_i = p_i Y.

This holds because p_i = n_i↑ + n_i↓ − 2n_i↑ n_i↓.

```lean
/-- An operator commuting with both occupations of a site commutes with its projector. -/
theorem commute_single {i : V} {y : Module.End ℂ (Fock V)}
    (h : ∀ s, Commute y (hop (i, s) (i, s))) : Commute y (single i) :=
  ((h true).add_right (h false)).sub_right (((h true).mul_right (h false)).smul_right 2)
```

**(e)** For i ≠ j, show

p_i p_j = p_j p_i.

Apply (d) twice, using (c). The product P = Π_i p_i (`proj`) is then independent of order.

```lean
/-- The single-site projectors commute with each other. -/
theorem single_pairwise [Fintype V] : ((univ : Finset V) : Set V).Pairwise
    (Function.onFun Commute (single : V → Module.End ℂ (Fock V))) :=
  fun _ _ _ _ _ => commute_single fun _ => (commute_single fun _ => (occupation _ _).1).symm

/-- The projector `P` onto one electron per site. -/
def proj [Fintype V] : Module.End ℂ (Fock V) := univ.noncommProd single single_pairwise
```

**(f)** Square the site occupation:

n_k² = n_k + 2d_k.

Expand (n_k↑ + n_k↓)² and use (c).

```lean
/-- The squared site occupation is `n² = n + 2 n_↑ n_↓`. -/
theorem number_sq (k : V) : number k * number k = number k + (2 : ℂ) • doublon k := by
  have h := (occupation (k, true) (k, false)).1.eq
  simp only [number, transfer, doublon, mul_add, add_mul, (occupation (k, true) (k, true)).2,
    (occupation (k, false) (k, false)).2, ← h]
  module
```

**(g)** Show

n_k P = P = P n_k.

Since n_k d_k = 2d_k, (f) gives n_k p_k = n_k + 2d_k − 4d_k = p_k. Move p_k to the front of P; n_k commutes with P by (d).

```lean
/-- Every site carries one electron on either side of `P`. -/
theorem number_proj [Fintype V] (k : V) :
    number k * proj = proj ∧ proj * number k = (proj : Module.End ℂ (Fock V)) := by
  have hd : number k * doublon k = (2 : ℂ) • doublon k := by
    have h := (occupation (k, true) (k, false)).1.eq
    have h1 := (occupation (k, true) (k, true)).2
    have h2 := (occupation (k, false) (k, false)).2
    simp only [number, transfer, doublon, add_mul]
    rw [← mul_assoc, h1, h, ← mul_assoc, h2]
    module
  have hs : number k * single k = single k := by
    rw [single, mul_sub, mul_smul_comm, hd, number_sq]
    module
  have h : number k * proj = (proj : Module.End ℂ (Fock V)) := by
    rw [proj, ← mul_noncommProd_erase univ (mem_univ k) single single_pairwise,
      ← mul_assoc, hs]
  have hc : Commute (number k) proj := noncommProd_commute _ _ _ _ fun i _ =>
    commute_single fun s => (occupation _ _).1.add_left (occupation _ _).1
  exact ⟨h, hc.eq.symm.trans h⟩
```

**(h)** Identify the states fixed by P:

Pψ = ψ ⇔ n_k ψ = ψ for every k.

Forwards, n_k ψ = n_k Pψ = Pψ = ψ. Backwards, p_k = 2n_k − n_k² fixes ψ, hence so does the product.

```lean
/-- `P` fixes exactly the states with one electron on every site. -/
theorem proj_apply_eq_iff [Fintype V] (ψ : Fock V) :
    proj ψ = ψ ↔ ∀ k, number k ψ = ψ := by
  constructor
  · intro h k
    have e := LinearMap.congr_fun (number_proj k).1 ψ
    rwa [Module.End.mul_apply, h] at e
  · intro h
    refine noncommProd_induction univ single _ (fun x => x ψ = ψ)
      (fun a b ha hb => ?_) rfl (fun k _ => ?_)
    · change a (b ψ) = ψ
      rw [hb, ha]
    · have e : single k = (2 : ℂ) • number k - number k * number k := by
        rw [number_sq, single]; module
      change single k ψ = ψ
      rw [e]
      change (2 : ℂ) • number k ψ - number k (number k ψ) = ψ
      rw [h k, h k]
      module
```

**(i)** Suppose n_k A = zA, so A produces only states with occupation z at k. Show

n_k E_ij A = (z + δ_ki − δ_jk) E_ij A.

By (b), [n_k, E_ij] = (δ_ki − δ_jk) E_ij; apply it to A. The bracketed difference is `shift k i j`.

```lean
/-- Change of the occupation of site `k` when an electron moves from `j` to `i`. -/
def shift (k i j : V) : ℂ := (if k = i then 1 else 0) - (if j = k then 1 else 0)

/-- A transfer from `j` to `i` changes a sharp occupation of site `k` by `shift k i j`. -/
theorem number_transfer {k : V} {A : Module.End ℂ (Fock V)} {z : ℂ}
    (hA : number k * A = z • A) (i j : V) :
    number k * (transfer i j * A) = (z + shift k i j) • (transfer i j * A) := by
  have h : number k * transfer i j - transfer i j * number k = shift k i j • transfer i j := by
    have e : ∀ a b c d : Module.End ℂ (Fock V), (a + b) * (c + d) - (c + d) * (a + b) =
        (a * c - c * a) + (a * d - d * a) + (b * c - c * b) + (b * d - d * b) := by
      intros; noncomm_ring
    simp only [number, transfer, shift]
    rw [e, (hop_mul _ _ _ _).1, (hop_mul _ _ _ _).1, (hop_mul _ _ _ _).1, (hop_mul _ _ _ _).1]
    clear hA
    by_cases hi : k = i <;> by_cases hj : j = k <;> simp_all
  rw [← mul_assoc, sub_eq_iff_eq_add.mp h, add_mul, mul_assoc (transfer i j), hA,
    mul_smul_comm, smul_mul_assoc]
  module
```

**(j)** If n_k A = zA with z ≠ 1, show

PA = 0.

By (g), PA = P n_k A = zPA, so (z − 1)PA = 0.

```lean
/-- `P` removes every component with a sharp site occupation different from one. -/
theorem proj_mul_eq_zero [Fintype V] {k : V} {A : Module.End ℂ (Fock V)} {z : ℂ}
    (hA : number k * A = z • A) (hz : z ≠ 1) : proj * A = 0 := by
  have h : z • (proj * A) = proj * A := by
    rw [← mul_smul_comm, ← hA, ← mul_assoc, (number_proj k).2]
  have e : (z - 1) • (proj * A) = z • (proj * A) - proj * A := by module
  have h' : (z - 1) • (proj * A) = 0 := e.trans (sub_eq_zero.mpr h)
  exact (smul_eq_zero.mp h').resolve_left (sub_ne_zero.mpr hz)
```

**(k)** If n_k A = zA, show

d_k A = ½(z² − z)A.

Apply (f) to A: z²A = zA + 2d_k A.

```lean
/-- On a sharp site occupation `z` the double occupancy is `z (z - 1) / 2`. -/
theorem doublon_mul {k : V} {A : Module.End ℂ (Fock V)} {z : ℂ}
    (hA : number k * A = z • A) : doublon k * A = ((z ^ 2 - z) / 2) • A := by
  have h : number k * (number k * A) = (number k + (2 : ℂ) • doublon k) * A := by
    rw [← mul_assoc, number_sq]
  rw [hA, mul_smul_comm, hA, add_mul, hA, smul_mul_assoc] at h
  linear_combination (norm := module) (-1 / 2 : ℂ) • h
```

**(l)** For i ≠ j, express a hop and its return through spins:

E_ij E_ji = n_i − ½n_i n_j − 2S_i·S_j.

Summing the exchange relation over spins s, r gives

E_ij E_ji = n_i − Σ_sr h_(is)(ir) h_(jr)(js).

The equal-spin terms of the sum are ½n_i n_j + 2S_i^z S_j^z; the spin-flip terms are 2(S_i^x S_j^x + S_i^y S_j^y). In Lean, `e1` to `e4` are the four spin cases, which `linear_combination` adds.

```lean
/-- For distinct sites, transferring an electron from `i` to `j` and back equals `n_i - n_i n_j / 2
- 2 S_i · S_j`. -/
theorem transfer_mul_transfer {i j : V} (hij : i ≠ j) :
    transfer i j * transfer j i =
      number i - (1 / 2 : ℂ) • (number i * number j) - (2 : ℂ) • spinDot i j := by
  have e := fun s r => (hop_mul (i, s) (j, s) (j, r) (i, r)).2
  have e1 := e true true
  have e2 := e true false
  have e3 := e false true
  have e4 := e false false
  simp only [Prod.mk.injEq, hij, true_and, false_and, reduceCtorEq, ↓reduceIte,
    add_zero] at e1 e2 e3 e4
  have hI : (-Complex.I / 2) * (-Complex.I / 2) = -1 / 4 := by
    linear_combination (1 / 4 : ℂ) * Complex.I_mul_I
  simp only [spinDot, number, transfer, smul_mul_smul_comm, hI, mul_add, add_mul, mul_sub,
    sub_mul]
  linear_combination (norm := module) e1 + e2 + e3 + e4
```

**(m)** Convert edges to ordered neighbours:

Σ_edges (f_ij + f_ji) = Σ_(i,j adjacent) f_ij.

Split the right side into i < j and j < i, then rename indices in the second part.

```lean
/-- Summing both orientations of each edge is a sum over ordered neighbours. -/
theorem edgeSum_symm [Fintype V] (G : SimpleGraph V) [DecidableRel G.Adj]
    (f : V → V → Module.End ℂ (Fock V)) :
    edgeSum G (fun i j => f i j + f j i) = ∑ i, ∑ j, if G.Adj i j then f i j else 0 := by
  have h : ∀ i j, (if G.Adj i j then f i j else 0) =
      (if i < j ∧ G.Adj i j then f i j else 0) + (if j < i ∧ G.Adj j i then f i j else 0) := by
    intro i j
    rcases lt_trichotomy i j with h | h | h
    · simp [h, not_lt_of_ge h.le]
    · simp [h]
    · simp [h, not_lt_of_ge h.le, G.adj_comm j i]
  simp only [edgeSum, h, ite_add_zero, sum_add_distrib]
  congr 1
  exact sum_comm
```

**(n)** For operators A and B, show

B T A = −t Σ_(i,j adjacent) B E_ij A.

Use (m) and linearity.

```lean
/-- The hopping term between two operators, as a sum over ordered neighbours. -/
theorem mul_hopping [Fintype V] (G : SimpleGraph V) [DecidableRel G.Adj] (t : ℝ)
    (B A : Module.End ℂ (Fock V)) : B * (hopping G t * A) =
      (-(t : ℂ)) • ∑ i, ∑ j, if G.Adj i j then B * (transfer i j * A) else 0 := by
  rw [hopping, edgeSum_symm]
  simp only [smul_mul_assoc, mul_smul_comm, sum_mul, mul_sum, ite_mul, mul_ite, zero_mul,
    mul_zero]
```

**(o)** With D = Σ_k d_k, show

PTP = 0, DTP = TP.

By (g) and (i), E_ij P has occupations 2 at i, 0 at j and 1 elsewhere. Part (j) at site i removes it. By (k), d_i contributes one and every other d_k zero.

```lean
/-- `P T P = 0`, and a single hop out of the singly occupied space creates one doublon:
`D T P = T P`. -/
theorem first_order [Fintype V] (G : SimpleGraph V) [DecidableRel G.Adj] (t : ℝ) :
    proj * (hopping G t * proj) = 0 ∧
    (∑ k, doublon k) * (hopping G t * proj) = hopping G t * proj := by
  have hn : ∀ k i j : V, number k * (transfer i j * proj) =
      (1 + shift k i j) • (transfer i j * proj) := fun k i j =>
    number_transfer (by rw [(number_proj k).1, one_smul]) i j
  constructor
  · rw [mul_hopping, sum_eq_zero, smul_zero]
    refine fun i _ => sum_eq_zero fun j _ => ?_
    split_ifs with h
    · exact proj_mul_eq_zero (hn i i j) (by simp [shift, h.ne.symm])
    · rfl
  · have h1 := mul_hopping G t 1 proj
    simp only [one_mul] at h1
    rw [mul_hopping, h1]
    refine congrArg _ (sum_congr rfl fun i _ => sum_congr rfl fun j _ => ?_)
    split_ifs with h
    · have hd : ∀ k, doublon k * (transfer i j * proj) =
          if k = i then transfer i j * proj else 0 := by
        intro k
        rw [doublon_mul (hn k i j)]
        by_cases hk : k = i
        · rw [if_pos hk, hk, shift, if_pos rfl, if_neg h.ne.symm]
          module
        · rw [if_neg hk, shift, if_neg hk]
          split_ifs <;> module
      simp only [sum_mul, hd, sum_ite_eq', mem_univ, ↓reduceIte]
    · rfl
```

**(p)** Evaluate two hops:

PTTP = −4t² Σ_edges (S_i·S_j − ¼)P.

Let E_lm act first, then E_ij. If m ≠ i, site i would end with two electrons, or for l = i with three, which the Pauli principle forbids; if m = i but l ≠ j, site j ends empty. Part (j) removes both cases (`hz`). The return hop is fixed by P, by (h), and (l) with (g) gives

E_ij E_ji P = (½ − 2S_i·S_j)P = −2(S_i·S_j − ¼)P.

The two factors −t give −2t² per ordered pair; both orientations give −4t² per edge, since S_i·S_j = S_j·S_i.

```lean
/-- Two hops within the singly occupied space:
`P T T P = -4t² ∑_edges (S_i · S_j - 1/4) P`. -/
theorem second_order [Fintype V] (G : SimpleGraph V) [DecidableRel G.Adj] (t : ℝ) :
    proj * (hopping G t * (hopping G t * proj)) =
      (-(4 * (t : ℂ) ^ 2)) • (edgeSum G (fun i j => spinDot i j - (1 / 4 : ℂ) • 1) * proj) := by
  have hE : ∀ i j, G.Adj i j → proj * (transfer i j * (hopping G t * proj)) =
      (2 * (t : ℂ)) • ((spinDot i j - (1 / 4 : ℂ) • 1) * proj) := by
    intro i j h
    have hn : ∀ l m k : V, number k * (transfer i j * (transfer l m * proj)) =
        (1 + shift k l m + shift k i j) • (transfer i j * (transfer l m * proj)) :=
      fun l m k => number_transfer
        (number_transfer (by rw [(number_proj k).1, one_smul]) l m) i j
    have hfix : proj * (transfer i j * (transfer j i * proj)) =
        transfer i j * (transfer j i * proj) := by
      refine LinearMap.ext fun x => (proj_apply_eq_iff _).2 fun k => ?_
      have hz : 1 + shift k j i + shift k i j = 1 := by
        simp only [shift, eq_comm (a := k)]; ring
      have e := hn j i k
      rw [hz, one_smul] at e
      exact LinearMap.congr_fun e x
    -- only the return hop survives the projection
    have hz : ∀ l m, (if G.Adj l m then proj * transfer i j * (transfer l m * proj) else 0) =
        if m = i then (if l = j then transfer i j * (transfer j i * proj) else 0) else 0 := by
      intro l m
      by_cases hlm : G.Adj l m
      · rw [if_pos hlm, mul_assoc]
        split_ifs with hm hl
        · rw [hm, hl]; exact hfix
        · refine proj_mul_eq_zero (hn l m j) ?_
          simp [shift, hm, h.ne, h.ne.symm, Ne.symm hl]
        · refine proj_mul_eq_zero (hn l m i) ?_
          simp only [shift, if_neg hm, if_neg h.ne.symm, ↓reduceIte]
          split_ifs <;> norm_num
      · rw [if_neg hlm]
        split_ifs with hm hl
        · exact absurd (by rw [hl, hm]; exact h.symm) hlm
        · rfl
        · rfl
    rw [← mul_assoc, mul_hopping]
    simp only [hz, sum_ite_eq', mem_univ, ↓reduceIte]
    rw [← mul_assoc, transfer_mul_transfer h.ne]
    simp only [sub_mul, smul_mul_assoc, mul_assoc, (number_proj _).1, one_mul]
    module
  have hS : ∀ i j, G.Adj i j → spinDot j i = spinDot i j := by
    intro i j h
    have c : ∀ s r s' r', hop (i, s) (i, r) * hop (j, s') (j, r') =
        hop (j, s') (j, r') * hop (i, s) (i, r) := fun s r s' r' =>
      sub_eq_zero.mp (by rw [(hop_mul _ _ _ _).1]; simp [h.ne, h.ne.symm])
    simp only [spinDot, smul_mul_smul_comm, mul_add, add_mul, mul_sub, sub_mul, c]
    module
  have hsum : ∀ i j, (if G.Adj i j then proj * (transfer i j * (hopping G t * proj)) else 0) =
      if G.Adj i j then (2 * (t : ℂ)) • ((spinDot i j - (1 / 4 : ℂ) • 1) * proj) else 0 := by
    intro i j
    split_ifs with h
    · exact hE i j h
    · rfl
  rw [mul_hopping]
  simp only [hsum]
  rw [← edgeSum_symm G fun i j => (2 * (t : ℂ)) • ((spinDot i j - (1 / 4 : ℂ) • 1) * proj)]
  simp only [edgeSum, sum_mul, smul_sum]
  refine sum_congr rfl fun i _ => sum_congr rfl fun j _ => ?_
  split_ifs with h
  · rw [hS i j h.2]; module
  · simp
```

**(q)** The Hubbard Hamiltonian is UD + T. For real U ≠ 0, show

(UD + T)(P − TP/U) = −TTP/U, and
−PTTP/U = (4t²/U) Σ_edges (S_i·S_j − ¼)P

By (k) with z = 1, DP = 0. By (o), −UD(TP/U) = −TP cancels the first-order TP. Applying P from the left to the first identity leaves −PTTP/U, which is (p) divided by −U.

```lean
/-- For `U ≠ 0`, dressing `P` to `P - T P / U` cancels the first-order hopping in `U D + T`,
and `-P T T P / U = (4t²/U) ∑_edges (S_i · S_j - 1/4) P`. -/
theorem superexchange [Fintype V] (G : SimpleGraph V) [DecidableRel G.Adj] (t U : ℝ)
    (hU : U ≠ 0) :
    ((U : ℂ) • (∑ k, doublon k) + hopping G t) * (proj - (U : ℂ)⁻¹ • (hopping G t * proj)) =
      -((U : ℂ)⁻¹ • (hopping G t * (hopping G t * proj))) ∧
    -((U : ℂ)⁻¹ • (proj * (hopping G t * (hopping G t * proj)))) =
      (4 * (t : ℂ) ^ 2 / U) •
        (edgeSum G (fun i j => spinDot i j - (1 / 4 : ℂ) • 1) * proj) := by
  have hU' : (U : ℂ) ≠ 0 := Complex.ofReal_ne_zero.mpr hU
  constructor
  · have hD : (∑ k, doublon k) * proj = (0 : Module.End ℂ (Fock V)) := by
      rw [sum_mul]
      refine sum_eq_zero fun k _ => ?_
      rw [doublon_mul (z := 1) (by rw [(number_proj k).1, one_smul])]
      simp
    rw [add_mul, mul_sub, mul_sub, smul_mul_assoc, hD, smul_mul_assoc, mul_smul_comm,
      (first_order G t).2, smul_smul, mul_inv_cancel₀ hU', mul_smul_comm]
    module
  · rw [second_order, smul_smul, ← neg_smul]
    congr 1
    ring

end

end HubbardSuperexchange
```

For U ≫ |t| > 0 this is the antiferromagnetic coupling J = 4t²/U of spin models for Mott insulators, here at second order in t with one orbital per site. The identities construct no full Schrieffer–Wolff unitary and bound no energy error.

```lean
#print axioms HubbardSuperexchange.second_order
#print axioms HubbardSuperexchange.superexchange
```

```
'HubbardSuperexchange.second_order' depends on axioms: [propext, Classical.choice, Quot.sound]
'HubbardSuperexchange.superexchange' depends on axioms: [propext, Classical.choice, Quot.sound]
```
